# The fifth nested commutator of a cluster operator with a two-body Hamiltonian vanishes

Coupled-cluster theory expands $e^{-T}He^{T}$ in nested commutators, and where the expansion stops depends on which operators $T$ are admitted. Here $T$ is any polynomial in pairs $b_p^*b_q^*$ of quasiparticle creators, where the star is the adjoint. The reference is a single determinant: the particle annihilator $a_p$ is $b_p^*$ if orbital $p$ is occupied and $b_p$ if it is empty.

Write $D X=[T,X]=TX-XT$. If the $b_p$ satisfy the canonical anticommutation relations (CAR), then $D^n$ annihilates every product of $b$'s and $b^*$'s with fewer than $n$ annihilators $b_p$, whatever the number of creators. For a two-body $H$ this gives

$$D^5H=0 .$$

## Why the amplitude equations stop at fourth order

A coupled-cluster code that builds its residuals from

$$e^{-T}He^{T}=\sum_n \frac{(-1)^n}{n!}D^nH$$

can end the sum at $n=4$, provided that every term of $T$ is a product of an even number of creators relative to one determinant and $H$ has at most two-body terms. The usual excitation operators qualify, since $a_a^*a_i=b_a^*b_i^*$ for empty $a$ and occupied $i$. The generator $T-T^*$ of unitary coupled cluster in general contains annihilators and does not qualify.

## Counting annihilators

The CAR are $\{b_p,b_q\}=0$ and $\{b_p,b_q^*\}=\delta_{pq}$. The adjoint of the first gives $\{b_p^*,b_q^*\}=0$.

**Creators commute with $T$.** Two sign changes give

$$b_p^*b_q^*b_r^*=-b_p^*b_r^*b_q^*=b_r^*b_p^*b_q^* .$$

Sums and products preserve this, so $T$ commutes with the whole algebra $\mathcal C$ generated by the creators. This is `cluster_commute`; its `Algebra.adjoin_induction` checks pairs, scalars, sums and products in turn.

**An annihilator survives one commutator at most.** Adding and subtracting $b_p^*b_rb_q^*$ gives

$$[b_p^*b_q^*,b_r]=b_p^*\{b_q^*,b_r\}-\{b_p^*,b_r\}b_q^*=\delta_{rq}b_p^*-\delta_{rp}b_q^* ,$$

which lies in $\mathcal C$. The rule $[xy,b_r]=x[y,b_r]+[x,b_r]y$ extends this to $[T,b_r]\in\mathcal C$ (`ad_annihilator_mem`). Hence $[S,[T,x]]=0$ for all cluster operators $S,T$ and every generator $x$ (`double_commutator`); for a creator the inner commutator is already zero.

**Products.** If $D^2x=0$, then for $n\ge1$

$$D^n(xY)=x\,D^nY+n\,(Dx)\,D^{n-1}Y .$$

The case $n=1$ is the product rule. Applying $D$ once more gives

$$x\,D^{n+1}Y+(Dx)\,D^nY+n\,(Dx)\,D^nY ,$$

which is the formula for $n+1$. This is `ad_pow_mul`, with $n$ shifted by one.

Now let a word contain $k<n$ annihilators, and induct on its length, as `nested_commutator_word` does. The empty word is $1$, and $D1=0$. If the first factor $x$ is a creator, $Dx=0$ and $D^nY=0$ by induction. If it is an annihilator, $Y$ contains $k-1$ of them, so $D^nY$ and $D^{n-1}Y$ both vanish.

**The Hamiltonian.** Each term of $H$ is a word of two or four generators, so it has at most four annihilators and $D^5$ removes it. `fifth_commutator` rewrites each term as such a word and sums by linearity.

The same count applies to a three-body interaction: its words have six generators, so the seventh commutator vanishes.

In Lean 4 with Mathlib:

```lean
import Mathlib

open Matrix

namespace ParticleHole

noncomputable section

variable {ι A : Type*} [Ring A] [StarRing A] [Algebra ℂ A]

/-- The commutator with `T`, as the linear map `X ↦ [T, X]`. -/
def ad {A : Type*} [Ring A] [Algebra ℂ A] (T : A) : Module.End ℂ A :=
  LinearMap.mulLeft ℂ T - LinearMap.mulRight ℂ T

/-- The map `ad T` sends `X` to `T X - X T`. -/
theorem ad_apply {A : Type*} [Ring A] [Algebra ℂ A] (T X : A) :
    ad T X = T * X - X * T := rfl

/-- The algebra generated by the quasiparticle creators `b_p*`. -/
def creatorAlgebra (b : ι → A) : Subalgebra ℂ A :=
  Algebra.adjoin ℂ (Set.range fun p => star (b p))

/-- The cluster operators: polynomials in the pairs `b_p* b_q*` of creators. -/
def cluster (b : ι → A) : Subalgebra ℂ A :=
  Algebra.adjoin ℂ {x | ∃ p q, x = star (b p) * star (b q)}

/-- The generators: `inl p` stands for the annihilator `b_p`, `inr p` for the creator `b_p*`. -/
def ladder (b : ι → A) : ι ⊕ ι → A := Sum.elim b fun p => star (b p)

/-- Every product of an even number of creators is a cluster operator. -/
theorem even_product_mem (b : ι → A) : ∀ l : List ι, Even l.length →
    (l.map fun p => star (b p)).prod ∈ cluster b
  | [], _ => by
    rw [List.map_nil, List.prod_nil]
    exact one_mem _
  | [_], h => by simp at h
  | p :: q :: l, h => by
    have hl : Even l.length := by
      obtain ⟨k, hk⟩ := h
      simp only [List.length_cons] at hk
      exact ⟨k - 1, by omega⟩
    rw [List.map_cons, List.map_cons, List.prod_cons, List.prod_cons, ← mul_assoc]
    exact mul_mem (Algebra.subset_adjoin ⟨p, q, rfl⟩) (even_product_mem b l hl)

variable [DecidableEq ι]

/-- The canonical anticommutation relations for the quasiparticle annihilators `b_p`
and their adjoints. -/
structure CAR (b : ι → A) : Prop where
  anti : ∀ p q, b p * b q + b q * b p = 0
  mixed : ∀ p q, b p * star (b q) + star (b q) * b p = if p = q then 1 else 0

/-- Under the CAR, a cluster operator commutes with everything built from creators. -/
theorem cluster_commute {b : ι → A} (hb : CAR b) {T X : A} (hT : T ∈ cluster b)
    (hX : X ∈ creatorAlgebra b) : T * X = X * T := by
  have cc : ∀ p q, star (b p) * star (b q) + star (b q) * star (b p) = 0 := by
    intro p q
    have h := congrArg star (hb.anti q p)
    simpa only [star_add, star_mul, star_zero] using h
  -- moving a creator through a pair of creators costs two signs
  have key : ∀ r, T * star (b r) = star (b r) * T := by
    intro r
    refine Algebra.adjoin_induction
      (p := fun x _ => x * star (b r) = star (b r) * x) ?_ ?_ ?_ ?_ hT
    · rintro x ⟨p, q, rfl⟩
      have h1 := cc q r
      have h2 := cc p r
      linear_combination (norm := noncomm_ring) star (b p) * h1 - h2 * star (b q)
    · intro z
      exact Algebra.commutes z _
    · intro x y _ _ hx hy
      rw [add_mul, mul_add, hx, hy]
    · intro x y _ _ hx hy
      rw [mul_assoc, hy, ← mul_assoc, hx, mul_assoc]
  refine Algebra.adjoin_induction (p := fun x _ => T * x = x * T) ?_ ?_ ?_ ?_ hX
  · rintro x ⟨r, rfl⟩
    exact key r
  · intro z
    exact (Algebra.commutes z T).symm
  · intro x y _ _ hx hy
    rw [add_mul, mul_add, hx, hy]
  · intro x y _ _ hx hy
    rw [← mul_assoc, hx, mul_assoc, hy, mul_assoc]

/-- Under the CAR, the commutator of a cluster operator with an annihilator contains
creators only. -/
theorem ad_annihilator_mem {b : ι → A} (hb : CAR b) {T : A} (hT : T ∈ cluster b) (r : ι) :
    ad T (b r) ∈ creatorAlgebra b := by
  have gen : ∀ p, star (b p) ∈ creatorAlgebra b := fun p => Algebra.subset_adjoin ⟨p, rfl⟩
  have le : cluster b ≤ creatorAlgebra b := by
    refine Algebra.adjoin_le ?_
    rintro x ⟨p, q, rfl⟩
    exact mul_mem (gen p) (gen q)
  have delta : ∀ p, (if r = p then 1 else 0 : A) ∈ creatorAlgebra b := by
    intro p
    split_ifs
    exacts [one_mem _, zero_mem _]
  refine Algebra.adjoin_induction
    (p := fun x _ => ad x (b r) ∈ creatorAlgebra b) ?_ ?_ ?_ ?_ hT
  · rintro x ⟨p, q, rfl⟩
    -- each contraction removes one creator of the pair
    have e : ad (star (b p) * star (b q)) (b r) =
        star (b p) * (if r = q then 1 else 0 : A) - (if r = p then 1 else 0 : A) * star (b q) := by
      rw [← hb.mixed r q, ← hb.mixed r p, ad_apply]
      noncomm_ring
    rw [e]
    exact sub_mem (mul_mem (gen p) (delta q)) (mul_mem (delta p) (gen q))
  · intro z
    rw [ad_apply, Algebra.commutes z (b r), sub_self]
    exact zero_mem _
  · intro x y _ _ hx hy
    have e : ad (x + y) (b r) = ad x (b r) + ad y (b r) := by
      simp only [ad_apply]
      noncomm_ring
    rw [e]
    exact add_mem hx hy
  · intro x y mx my hx hy
    have e : ad (x * y) (b r) = x * ad y (b r) + ad x (b r) * y := by
      simp only [ad_apply]
      noncomm_ring
    rw [e]
    exact add_mem (mul_mem (le mx) hy) (mul_mem hx (le my))

/-- Under the CAR, `[S, [T, x]] = 0` for all cluster operators `S`, `T` and every
creator or annihilator `x`. -/
theorem double_commutator {b : ι → A} (hb : CAR b) {S T : A} (hS : S ∈ cluster b)
    (hT : T ∈ cluster b) (g : ι ⊕ ι) : ad S (ad T (ladder b g)) = 0 := by
  cases g with
  | inl p =>
    change ad S (ad T (b p)) = 0
    rw [ad_apply S, cluster_commute hb hS (ad_annihilator_mem hb hT p), sub_self]
  | inr p =>
    change ad S (ad T (star (b p))) = 0
    rw [ad_apply T, cluster_commute hb hT (Algebra.subset_adjoin ⟨p, rfl⟩), sub_self, map_zero]

/-- Leibniz formula for nested commutators with a product `x Y` when `[T, [T, x]] = 0`. -/
theorem ad_pow_mul {A : Type*} [Ring A] [Algebra ℂ A] {T x : A} (hx : ad T (ad T x) = 0)
    (Y : A) (n : ℕ) : (ad T ^ (n + 1)) (x * Y) =
      x * (ad T ^ (n + 1)) Y + (n + 1) • (ad T x * (ad T ^ n) Y) := by
  have prod : ∀ X Z : A, ad T (X * Z) = ad T X * Z + X * ad T Z := by
    intro X Z
    simp only [ad_apply]
    noncomm_ring
  have step : ∀ (k : ℕ) (X : A), (ad T ^ (k + 1)) X = ad T ((ad T ^ k) X) := by
    intro k X
    rw [pow_succ']
    rfl
  induction n with
  | zero =>
    simp only [zero_add, pow_one, pow_zero, Module.End.one_apply, one_smul, prod]
    exact add_comm _ _
  | succ n ih =>
    rw [step (n + 1) (x * Y), ih, map_add, map_nsmul, prod x, prod (ad T x), hx, zero_mul,
      zero_add, ← step (n + 1) Y, ← step n Y, succ_nsmul _ (n + 1)]
    abel

/-- Under the CAR, a product of generators with fewer than `n` annihilators, and any number
of creators, has vanishing `n`-fold commutator with a cluster operator. -/
theorem nested_commutator_word {b : ι → A} (hb : CAR b) {T : A} (hT : T ∈ cluster b)
    (l : List (ι ⊕ ι)) (n : ℕ) (hn : l.countP Sum.isLeft < n) :
    (ad T ^ n) (l.map (ladder b)).prod = 0 := by
  induction l generalizing n with
  | nil =>
    obtain ⟨m, rfl⟩ : ∃ m, n = m + 1 := ⟨n - 1, by simp at hn; omega⟩
    rw [List.map_nil, List.prod_nil, pow_succ, Module.End.mul_apply, ad_apply, mul_one,
      one_mul, sub_self, map_zero]
  | cons g l ih =>
    obtain ⟨m, rfl⟩ : ∃ m, n = m + 1 := ⟨n - 1, by omega⟩
    rw [List.map_cons, List.prod_cons, ad_pow_mul (double_commutator hb hT hT g)]
    cases g with
    | inl p =>
      -- an annihilator uses up one commutator
      rw [List.countP_cons] at hn
      simp at hn
      rw [ih (m + 1) (by omega), ih m (by omega), mul_zero, mul_zero, smul_zero, add_zero]
    | inr p =>
      -- a creator uses up none
      rw [List.countP_cons] at hn
      simp at hn
      have h0 : ad T (ladder b (Sum.inr p)) = 0 := by
        change ad T (star (b p)) = 0
        rw [ad_apply, cluster_commute hb hT (Algebra.subset_adjoin ⟨p, rfl⟩), sub_self]
      rw [ih (m + 1) (by omega), h0, zero_mul, mul_zero, smul_zero, add_zero]

/-- The particle annihilator `a_p`: it creates a hole (`b_p*`) if the orbital `p` is occupied
in the reference determinant, and is `b_p` otherwise. -/
def particle (b : ι → A) (occ : Finset ι) (p : ι) : A :=
  if p ∈ occ then star (b p) else b p

/-- The Hamiltonian `∑ h_pq a_p* a_q + ∑ v_pqrs a_p* a_q* a_s a_r`. -/
def hamiltonian [Fintype ι] (b : ι → A) (occ : Finset ι) (h : ι → ι → ℂ)
    (v : ι → ι → ι → ι → ℂ) : A :=
  ∑ p, ∑ q, h p q • (star (particle b occ p) * particle b occ q) +
  ∑ p, ∑ q, ∑ r, ∑ s, v p q r s • (star (particle b occ p) * star (particle b occ q) *
    particle b occ s * particle b occ r)

/-- Under the CAR, the fifth nested commutator of a cluster operator with a two-body
Hamiltonian is zero. -/
theorem fifth_commutator [Fintype ι] {b : ι → A} (hb : CAR b) {T : A} (hT : T ∈ cluster b)
    (occ : Finset ι) (h : ι → ι → ℂ) (v : ι → ι → ι → ι → ℂ) :
    (ad T ^ 5) (hamiltonian b occ h v) = 0 := by
  have hp : ∀ p, ∃ g, particle b occ p = ladder b g := by
    intro p
    unfold particle
    split_ifs
    exacts [⟨.inr p, rfl⟩, ⟨.inl p, rfl⟩]
  have hs : ∀ p, ∃ g, star (particle b occ p) = ladder b g := by
    intro p
    unfold particle
    split_ifs
    exacts [⟨.inl p, star_star _⟩, ⟨.inr p, rfl⟩]
  -- every term is a word of at most four generators
  have one : ∀ p q, (ad T ^ 5) (star (particle b occ p) * particle b occ q) = 0 := by
    intro p q
    obtain ⟨g, hg⟩ := hs p
    obtain ⟨k, hk⟩ := hp q
    have w := nested_commutator_word hb hT [g, k] 5
      (lt_of_le_of_lt List.countP_le_length (by simp))
    rw [hg, hk]
    simpa only [List.map_cons, List.map_nil, List.prod_cons, List.prod_nil, mul_one] using w
  have two : ∀ p q r s, (ad T ^ 5) (star (particle b occ p) * star (particle b occ q) *
      particle b occ s * particle b occ r) = 0 := by
    intro p q r s
    obtain ⟨g, hg⟩ := hs p
    obtain ⟨k, hk⟩ := hs q
    obtain ⟨m, hm⟩ := hp s
    obtain ⟨o, ho⟩ := hp r
    have w := nested_commutator_word hb hT [g, k, m, o] 5
      (lt_of_le_of_lt List.countP_le_length (by simp))
    rw [hg, hk, hm, ho]
    simpa only [List.map_cons, List.map_nil, List.prod_cons, List.prod_nil, mul_one,
      mul_assoc] using w
  simp only [hamiltonian, map_add, map_sum, map_smul, one, two, smul_zero,
    Finset.sum_const_zero, add_zero]

/-- Two fermion modes as matrices on the four occupation states `00, 01, 10, 11`. -/
def twoMode : Fin 2 → Matrix (Fin 4) (Fin 4) ℂ :=
  ![!![0, 0, 1, 0; 0, 0, 0, 1; 0, 0, 0, 0; 0, 0, 0, 0],
    !![0, 1, 0, 0; 0, 0, 0, 0; 0, 0, 0, -1; 0, 0, 0, 0]]

/-- The two-mode matrices satisfy the CAR. -/
theorem car_witness : CAR twoMode := by
  constructor <;> intro p q <;> fin_cases p <;> fin_cases q <;> ext i j <;>
    simp only [Matrix.add_apply, Matrix.mul_apply, Matrix.star_apply, Fin.sum_univ_four] <;>
    fin_cases i <;> fin_cases j <;> simp [twoMode]

/-- The count is sharp for two annihilators: in the two-mode model the double commutator of
the cluster operator `b_0* b_1*` with `b_1 b_0` is not zero. -/
theorem two_annihilators_sharp :
    star (twoMode 0) * star (twoMode 1) ∈ cluster twoMode ∧
    (ad (star (twoMode 0) * star (twoMode 1)) ^ 2) (twoMode 1 * twoMode 0) ≠ 0 := by
  refine ⟨Algebra.subset_adjoin ⟨0, 1, rfl⟩, fun h => ?_⟩
  have hT : star (twoMode 0) * star (twoMode 1) =
      !![0, 0, 0, 0; 0, 0, 0, 0; 0, 0, 0, 0; 1, 0, 0, 0] := by
    ext i j
    fin_cases i <;> fin_cases j <;>
      simp [twoMode, Matrix.mul_apply, Fin.sum_univ_succ, Matrix.star_eq_conjTranspose]
  have hx : twoMode 1 * twoMode 0 =
      !![0, 0, 0, 1; 0, 0, 0, 0; 0, 0, 0, 0; 0, 0, 0, 0] := by
    ext i j
    fin_cases i <;> fin_cases j <;> simp [twoMode, Matrix.mul_apply, Fin.sum_univ_succ]
  rw [hT, hx, pow_two, Module.End.mul_apply, ad_apply, ad_apply] at h
  -- the entry between the empty and the doubly occupied state is -2
  have e := congrFun (congrFun h 3) 0
  simp only [Matrix.sub_apply, Matrix.mul_apply, Matrix.zero_apply, Fin.sum_univ_four] at e
  have e2 : (-1 - 1 : ℂ) = 0 := by simpa using e
  norm_num at e2

end

end ParticleHole
```

```lean
#print axioms ParticleHole.fifth_commutator
#print axioms ParticleHole.two_annihilators_sharp
```

```
'ParticleHole.fifth_commutator' depends on axioms: [propext, Classical.choice, Quot.sound]
'ParticleHole.two_annihilators_sharp' depends on axioms: [propext, Classical.choice, Quot.sound]
```

## Reading the theorems against a code

`CAR b` is the hypothesis on the modes, `ad T` is $D$, and `ladder` labels annihilators by `inl` and creators by `inr`. The algebra `A` may be infinite-dimensional, but `hamiltonian` sums over finitely many orbitals.

- `cluster` is wider than the textbook class: it includes constants and operators that change the particle number. `even_product_mem` places every even-length product of creators in it.
- `v p q r s` multiplies $a_p^*a_q^*a_sa_r$ and absorbs any prefactor $\tfrac12$ or $\tfrac14$. Neither `h` nor `v` needs any symmetry.
- `two_annihilators_sharp` shows that the count is optimal for two annihilators. With two modes, $T=b_0^*b_1^*$ and $X=b_1b_0$, one has $T^2=0$ and $TXT=T$, so $D^2X=-2T\neq0$. `car_witness` checks the CAR for these matrices.

The step left to the user is the exponential expansion itself: the theorems concern the commutators, not the identity between $e^{-T}He^{T}$ and their sum. They also say nothing about the error made by truncating $T$ to low excitations.
